# Integer populations minimise the summed energy of isolated fragments whose energy curves are affine between integers

Let finitely many isolated fragments share $N$ electrons, $N$ a natural number, and let each energy curve be affine between consecutive integer populations. Then any nonnegative real populations with total $N$ can be replaced by integer ones with the same total and no higher summed energy. Each population changes by less than one electron.

## Fractional electrons as mixtures

Write $E_a(x)$ for the energy of fragment $a$ at population $x\ge 0$. The assumption is
$$E_a(k+t)=(1-t)E_a(k)+tE_a(k+1),\qquad k\in\mathbb N,\ 0\le t\le 1.$$
It stands for a fragment whose fractional population is an average over a mixture of its ground states with $k$ and $k+1$ electrons. In density-based embedding with fractional fragment populations, the result says that fragments obeying this condition gain nothing from fractional charges in the limit where they do not interact.

## Moving charge until every occupation is 0 or 1

Given populations $n_a\ge 0$ with $\sum_a n_a=N$, put $k_a=\lfloor n_a\rfloor$, $f_a=n_a-k_a\in[0,1)$ and $s_a=E_a(k_a+1)-E_a(k_a)$. Then
$$\sum_a E_a(n_a)=\sum_a E_a(k_a)+\sum_a s_af_a,$$
and $\sum_a f_a=N-\sum_a k_a$ is an integer $M$.

Suppose $0<f_i<1$. If every other occupation were 0 or 1, the total would lie strictly between two consecutive integers. So some $j\ne i$ also has $0<f_j<1$.

Move charge $d$ from $j$ to $i$. The energy changes by $(s_i-s_j)d$. Choose
$$d=\min(1-f_i,\,f_j)\ \text{ if } s_i\le s_j,\qquad d=-\min(f_i,\,1-f_j)\ \text{ otherwise.}$$
The energy does not rise, both occupations stay in $[0,1]$, and at least one reaches an endpoint. The number of fractional occupations falls, so repetition ends with $g_a\in\{0,1\}$. Occupations that start at 0 are never touched.

Set $m_a=k_a+g_a$. The total is $N$, and $|m_a-n_a|=|g_a-f_a|<1$, because $f_a<1$ and $g_a=1$ requires $f_a>0$.

For at least one fragment, the integer distributions of $N$ electrons form a finite nonempty set. The lowest of them is a minimiser over all real distributions, since each real one lies no lower than some integer one.

## A curve below its chord favours half charges

Take two copies of a fragment with the model curve $E(x)=x^2-2x$ for $0\le x\le 1$, sharing one electron. Half charges give $-\tfrac34-\tfrac34=-\tfrac32$, while either integer distribution gives $-1$. The conclusion fails because this curve lies below its chord on $[0,1]$. With an approximate density functional whose curve sags in this way, an electron split evenly between two identical isolated fragments has too low an energy compared with the electron on one of them. With affine curves the two energies are equal.

## The statements in Lean

The finite type `ι` labels the fragments, `E a` is the curve of fragment `a`, and `PiecewiseAffine` is the condition above. Values at negative populations are unconstrained and unused. Real populations are `n : ι → ℝ` with `0 ≤ n a`; integer ones are `m : ι → ℕ`.

`exists_integer_populations` gives the replacement and `integer_minimiser` the minimiser. Both assume the affine condition for every fragment, and the second also assumes that there is at least one fragment. The condition is not derived from a Hamiltonian, and the total energy contains no interaction between fragments. Integer populations need not make the fragments neutral, and the minimiser need not be unique.

`ensembleEnergy_witness` shows that linear interpolation of arbitrary energies given at the integer populations meets the condition, so convexity in the electron number is not required. `half_charges_below_integer` covers every curve with $E(1/2)<(E(0)+E(1))/2$.

```lean
import Mathlib

open Finset

namespace FragmentIntegerCharges

/-- The energy curve of a fragment is affine in the electron number between
consecutive nonnegative integers. -/
def PiecewiseAffine (E : ℝ → ℝ) : Prop :=
  ∀ k : ℕ, ∀ t : ℝ, 0 ≤ t → t ≤ 1 →
    E ((k : ℝ) + t) = (1 - t) * E (k : ℝ) + t * E ((k : ℝ) + 1)

/-- The linear interpolation of given energies `e k` at integer electron numbers,
for nonnegative electron number `x`. -/
noncomputable def ensembleEnergy (e : ℕ → ℝ) (x : ℝ) : ℝ :=
  (1 - (x - (⌊x⌋₊ : ℝ))) * e ⌊x⌋₊ + (x - (⌊x⌋₊ : ℝ)) * e (⌊x⌋₊ + 1)

/-- For any integer-electron energies, the interpolated curve is affine between
integers and reproduces the given energies at the integers. -/
theorem ensembleEnergy_witness (e : ℕ → ℝ) :
    PiecewiseAffine (ensembleEnergy e) ∧ ∀ k : ℕ, ensembleEnergy e (k : ℝ) = e k := by
  have hk : ∀ k : ℕ, ensembleEnergy e (k : ℝ) = e k := by
    intro k
    simp [ensembleEnergy]
  refine ⟨?_, hk⟩
  intro k t ht0 ht1
  rcases eq_or_lt_of_le ht1 with h | h
  · subst h
    ring
  · have hk1 : ensembleEnergy e ((k : ℝ) + 1) = e (k + 1) := by
      have := hk (k + 1)
      push_cast at this
      exact this
    have hf : ⌊(k : ℝ) + t⌋₊ = k := by
      rw [Nat.floor_eq_iff (by positivity)]
      constructor <;> linarith
    rw [hk k, hk1]
    unfold ensembleEnergy
    rw [hf]
    ring

/-- Between two fractional occupations `x` and `y` with energy slopes `p` and `q`, some
charge transfer `d` does not raise the energy and makes one of them 0 or 1. -/
theorem charge_transfer (p q x y : ℝ) (hx0 : 0 < x) (hx1 : x < 1)
    (hy0 : 0 < y) (hy1 : y < 1) :
    ∃ d : ℝ, (0 ≤ x + d ∧ x + d ≤ 1) ∧ (0 ≤ y - d ∧ y - d ≤ 1) ∧
      ((x + d = 0 ∨ x + d = 1) ∨ (y - d = 0 ∨ y - d = 1)) ∧ p * d - q * d ≤ 0 := by
  rcases le_total p q with h | h
  · rcases le_total (1 - x) y with h' | h'
    · refine ⟨1 - x, ⟨by linarith, by linarith⟩, ⟨by linarith, by linarith⟩,
        Or.inl (Or.inr (by ring)), by nlinarith⟩
    · refine ⟨y, ⟨by linarith, by linarith⟩, ⟨by linarith, by linarith⟩,
        Or.inr (Or.inl (by ring)), by nlinarith⟩
  · rcases le_total x (1 - y) with h' | h'
    · refine ⟨-x, ⟨by linarith, by linarith⟩, ⟨by linarith, by linarith⟩,
        Or.inl (Or.inl (by ring)), by nlinarith⟩
    · refine ⟨y - 1, ⟨by linarith, by linarith⟩, ⟨by linarith, by linarith⟩,
        Or.inr (Or.inr (by ring)), by nlinarith⟩

variable {ι : Type*} [Fintype ι]

/-- If occupations between 0 and 1 have an integer total and one of them is fractional,
then a second one is fractional too. -/
theorem second_fractional (f : ι → ℝ) (M : ℤ) (h0 : ∀ a, 0 ≤ f a) (h1 : ∀ a, f a ≤ 1)
    (hs : ∑ a, f a = (M : ℝ)) (i : ι) (hi : 0 < f i ∧ f i < 1) :
    ∃ j, j ≠ i ∧ 0 < f j ∧ f j < 1 := by
  classical
  by_contra hno
  have hz : ∀ j ∈ univ.erase i, f j = (((if f j = 1 then 1 else 0 : ℤ)) : ℝ) := by
    intro j hj
    by_cases hj1 : f j = 1
    · simp [hj1]
    · have hj0 : f j = 0 := by
        by_contra hne
        exact hno ⟨j, Finset.ne_of_mem_erase hj,
          lt_of_le_of_ne (h0 j) (Ne.symm hne), lt_of_le_of_ne (h1 j) hj1⟩
      simp [hj0]
  have hsplit := Finset.add_sum_erase univ f (Finset.mem_univ i)
  rw [Finset.sum_congr rfl hz, ← Int.cast_sum, hs] at hsplit
  -- the integer M would lie strictly between Z, the total of the other occupations, and Z + 1
  set Z : ℤ := ∑ j ∈ univ.erase i, (if f j = 1 then 1 else 0 : ℤ)
  have ha : (Z : ℝ) < (M : ℝ) := by linarith [hi.1]
  have hb : (M : ℝ) < (Z : ℝ) + 1 := by linarith [hi.2]
  have ha' : Z < M := by exact_mod_cast ha
  have hb' : M < Z + 1 := by exact_mod_cast hb
  omega

/-- For an energy linear in occupations between 0 and 1 with integer total, there are
occupations 0 or 1 with the same total and no higher energy; empty sites stay empty. -/
theorem integer_occupations (s f : ι → ℝ) (M : ℤ) (h0 : ∀ a, 0 ≤ f a)
    (h1 : ∀ a, f a ≤ 1) (hs : ∑ a, f a = (M : ℝ)) :
    ∃ g : ι → ℕ, (∀ a, g a ≤ 1) ∧ (∀ a, f a = 0 → g a = 0) ∧
      ∑ a, (g a : ℝ) = (M : ℝ) ∧ ∑ a, s a * (g a : ℝ) ≤ ∑ a, s a * f a := by
  classical
  have key : ∀ c : ℕ, ∀ f : ι → ℝ, (∀ a, 0 ≤ f a) → (∀ a, f a ≤ 1) →
      ∑ a, f a = (M : ℝ) → (univ.filter (fun a => 0 < f a ∧ f a < 1)).card = c →
      ∃ g : ι → ℕ, (∀ a, g a ≤ 1) ∧ (∀ a, f a = 0 → g a = 0) ∧
        ∑ a, (g a : ℝ) = (M : ℝ) ∧ ∑ a, s a * (g a : ℝ) ≤ ∑ a, s a * f a := by
    intro c
    induction c using Nat.strong_induction_on with
    | _ c ih =>
      intro f h0 h1 hs hc
      by_cases hex : ∃ i, 0 < f i ∧ f i < 1
      · obtain ⟨i, hi⟩ := hex
        obtain ⟨j, hji, hj⟩ := second_fractional f M h0 h1 hs i hi
        obtain ⟨d, hx, hy, hend, hE⟩ :=
          charge_transfer (s i) (s j) (f i) (f j) hi.1 hi.2 hj.1 hj.2
        -- move the charge d from fragment j to fragment i
        let f' : ι → ℝ := fun a => f a + (if a = i then d else 0) - (if a = j then d else 0)
        have hfi : f' i = f i + d := by simp [f', Ne.symm hji]
        have hfj : f' j = f j - d := by simp [f', hji]
        have hfo : ∀ a, a ≠ i → a ≠ j → f' a = f a := by
          intro a hai haj
          simp [f', hai, haj]
        have hbd : ∀ a, 0 ≤ f' a ∧ f' a ≤ 1 := by
          intro a
          by_cases hai : a = i
          · rw [hai, hfi]; exact hx
          · by_cases haj : a = j
            · rw [haj, hfj]; exact hy
            · rw [hfo a hai haj]; exact ⟨h0 a, h1 a⟩
        have hs' : ∑ a, f' a = (M : ℝ) := by
          simp [f', Finset.sum_add_distrib, Finset.sum_sub_distrib, hs]
        have hen : ∑ a, s a * f' a = ∑ a, s a * f a + s i * d - s j * d := by
          simp [f', mul_add, mul_sub, Finset.sum_add_distrib, Finset.sum_sub_distrib]
        have hlt : (univ.filter (fun a => 0 < f' a ∧ f' a < 1)).card < c := by
          rw [← hc]
          apply Finset.card_lt_card
          refine ⟨?_, ?_⟩
          · intro a ha
            have ha' := (Finset.mem_filter.mp ha).2
            refine Finset.mem_filter.mpr ⟨Finset.mem_univ a, ?_⟩
            by_cases hai : a = i
            · rw [hai]; exact hi
            · by_cases haj : a = j
              · rw [haj]; exact hj
              · rwa [hfo a hai haj] at ha'
          · intro hsub
            have hi' := (Finset.mem_filter.mp
              (hsub (Finset.mem_filter.mpr ⟨Finset.mem_univ i, hi⟩))).2
            have hj' := (Finset.mem_filter.mp
              (hsub (Finset.mem_filter.mpr ⟨Finset.mem_univ j, hj⟩))).2
            rw [hfi] at hi'
            rw [hfj] at hj'
            rcases hend with (h | h) | (h | h) <;> linarith [hi'.1, hi'.2, hj'.1, hj'.2]
        obtain ⟨g, hg1, hg0, hgs, hgE⟩ :=
          ih _ hlt f' (fun a => (hbd a).1) (fun a => (hbd a).2) hs' rfl
        refine ⟨g, hg1, ?_, hgs, by linarith⟩
        intro a ha
        apply hg0
        rw [hfo a (fun h => by rw [h] at ha; linarith [hi.1])
          (fun h => by rw [h] at ha; linarith [hj.1]), ha]
      · -- no fractional occupation is left
        have hg : ∀ a, (((if f a = 1 then 1 else 0 : ℕ)) : ℝ) = f a := by
          intro a
          by_cases ha1 : f a = 1
          · simp [ha1]
          · have ha0 : f a = 0 := by
              by_contra hne
              exact hex ⟨a, lt_of_le_of_ne (h0 a) (Ne.symm hne), lt_of_le_of_ne (h1 a) ha1⟩
            simp [ha0]
        refine ⟨fun a => if f a = 1 then 1 else 0, ?_, ?_, ?_, ?_⟩
        · intro a
          dsimp only
          split_ifs <;> omega
        · intro a ha
          simp [ha]
        · rw [← hs]
          exact Finset.sum_congr rfl (fun a _ => hg a)
        · exact le_of_eq (Finset.sum_congr rfl (fun a _ => by rw [hg a]))
  exact key _ f h0 h1 hs rfl

/-- Fragment populations with integer total can be replaced by integer populations with
the same total and no higher summed energy, each changing by less than one electron. -/
theorem exists_integer_populations (E : ι → ℝ → ℝ) (hE : ∀ a, PiecewiseAffine (E a))
    (n : ι → ℝ) (hn : ∀ a, 0 ≤ n a) (N : ℕ) (hN : ∑ a, n a = (N : ℝ)) :
    ∃ m : ι → ℕ, ∑ a, m a = N ∧ (∀ a, |(m a : ℝ) - n a| < 1) ∧
      ∑ a, E a (m a : ℝ) ≤ ∑ a, E a (n a) := by
  let k : ι → ℕ := fun a => ⌊n a⌋₊
  let s : ι → ℝ := fun a => E a ((k a : ℝ) + 1) - E a (k a : ℝ)
  have hf0 : ∀ a, 0 ≤ n a - (k a : ℝ) := fun a => sub_nonneg.mpr (Nat.floor_le (hn a))
  have hf1 : ∀ a, n a - (k a : ℝ) < 1 := by
    intro a
    have h : n a < (k a : ℝ) + 1 := Nat.lt_floor_add_one (n a)
    linarith
  have hsum : ∑ a, (n a - (k a : ℝ)) = (((N : ℤ) - ∑ a, (k a : ℤ) : ℤ) : ℝ) := by
    rw [Finset.sum_sub_distrib, hN]
    push_cast
    rfl
  obtain ⟨g, hg1, hg0, hgs, hgE⟩ := integer_occupations s (fun a => n a - (k a : ℝ)) _
    hf0 (fun a => (hf1 a).le) hsum
  -- on the interval above the floor, the energy is linear in the occupation
  have hlin : ∀ a, ∀ t : ℝ, 0 ≤ t → t ≤ 1 →
      E a ((k a : ℝ) + t) = E a (k a : ℝ) + s a * t := by
    intro a t ht0 ht1
    rw [hE a (k a) t ht0 ht1]
    dsimp only [s]
    ring
  have hgr : ∀ a, (g a : ℝ) ≤ 1 := fun a => by exact_mod_cast hg1 a
  refine ⟨fun a => k a + g a, ?_, ?_, ?_⟩
  · have h : ∑ a, ((k a : ℝ) + (g a : ℝ)) = (N : ℝ) := by
      rw [Finset.sum_add_distrib, hgs]
      push_cast
      ring
    exact_mod_cast h
  · intro a
    have hg := hgr a
    have hgn : (0 : ℝ) ≤ (g a : ℝ) := Nat.cast_nonneg _
    push_cast
    rw [abs_lt]
    refine ⟨by linarith [hf1 a], ?_⟩
    rcases eq_or_lt_of_le (hf0 a) with h | h
    · have hz : (g a : ℝ) = 0 := by exact_mod_cast hg0 a h.symm
      linarith
    · linarith
  · have hm : ∀ a, E a ((k a + g a : ℕ) : ℝ) = E a (k a : ℝ) + s a * (g a : ℝ) := by
      intro a
      rw [Nat.cast_add]
      exact hlin a _ (Nat.cast_nonneg _) (hgr a)
    have hr : ∀ a, E a (n a) = E a (k a : ℝ) + s a * (n a - (k a : ℝ)) := by
      intro a
      rw [← hlin a _ (hf0 a) (hf1 a).le]
      congr 1
      ring
    rw [Finset.sum_congr rfl (fun a _ => hm a), Finset.sum_congr rfl (fun a _ => hr a),
      Finset.sum_add_distrib, Finset.sum_add_distrib]
    linarith

/-- Some distribution of `N` electrons with integer fragment populations minimises the
summed energy among all nonnegative real populations with total `N`. -/
theorem integer_minimiser [Nonempty ι] (E : ι → ℝ → ℝ)
    (hE : ∀ a, PiecewiseAffine (E a)) (N : ℕ) :
    ∃ m : ι → ℕ, ∑ a, m a = N ∧ ∀ n : ι → ℝ, (∀ a, 0 ≤ n a) → ∑ a, n a = (N : ℝ) →
      ∑ a, E a (m a : ℝ) ≤ ∑ a, E a (n a) := by
  classical
  have hne : (Finset.piAntidiag (univ : Finset ι) N).Nonempty := by
    refine ⟨Pi.single (Classical.arbitrary ι) N, ?_⟩
    simp [Finset.mem_piAntidiag]
  -- there are only finitely many integer distributions
  obtain ⟨m, hm, hmin⟩ := Finset.exists_min_image _
    (fun m : ι → ℕ => ∑ a, E a (m a : ℝ)) hne
  refine ⟨m, (Finset.mem_piAntidiag.mp hm).1, ?_⟩
  intro n hn hN
  obtain ⟨m', hm', _, hle⟩ := exists_integer_populations E hE n hn N hN
  exact (hmin m' (Finset.mem_piAntidiag.mpr ⟨hm', fun a _ => Finset.mem_univ a⟩)).trans hle

/-- If a fragment's energy at half an electron lies below the mean of its energies at 0 and 1,
two copies sharing one electron have lower energy at half charges than at integer charges. -/
theorem half_charges_below_integer (E : ℝ → ℝ) (h : E (1 / 2) < (E 0 + E 1) / 2)
    (p q : ℕ) (hpq : p + q = 1) :
    E (1 / 2) + E (1 / 2) < E (p : ℝ) + E (q : ℝ) := by
  have hc : (p = 0 ∧ q = 1) ∨ (p = 1 ∧ q = 0) := by omega
  rcases hc with ⟨rfl, rfl⟩ | ⟨rfl, rfl⟩
  · rw [Nat.cast_zero, Nat.cast_one]
    linarith
  · rw [Nat.cast_zero, Nat.cast_one]
    linarith

end FragmentIntegerCharges
```

```lean
#print axioms FragmentIntegerCharges.integer_minimiser
#print axioms FragmentIntegerCharges.half_charges_below_integer
```

```
'FragmentIntegerCharges.integer_minimiser' depends on axioms: [propext, Classical.choice, Quot.sound]
'FragmentIntegerCharges.half_charges_below_integer' depends on axioms: [propext, Classical.choice, Quot.sound]
```

## How the proof follows the charge transfer

`charge_transfer` splits into four cases: which slope is smaller, and which occupation reaches its endpoint first. `nlinarith` settles the sign of the energy change.

`second_fractional` writes the other occupations as integers; `omega` then rejects an integer strictly between two neighbours.

`integer_occupations` is a strong induction on the number of fractional occupations. The function `f'` holds the occupations after a transfer. Its fractional set is strictly contained in the old one, since `i` or `j` has left it.

`exists_integer_populations` takes floors, applies this lemma to the remainders and uses `hlin` to turn the linear inequality back into energies. `integer_minimiser` picks the lowest member of the finite set `Finset.piAntidiag univ N`.

In `ensembleEnergy_witness` the endpoint $t=1$ is treated separately because the floor jumps there. The half-charge theorem checks the two ways to place one electron.
